# Coulomb potential of the normalised exponential Becke–Roussel hole

Let $a>0$ be a decay constant and $s$ the distance from the centre of the model exchange hole. The hole is taken as a positive density,

$$h(s)=\frac{a^3e^{-as}}{8\pi}.$$

The reference electron sits at distance $b>0$ from the centre, and $x=ab$. Units are atomic, so a unit charge at distance $r$ has potential $1/r$. With $u$ the cosine of the polar angle, the average of 1/distance over a shell of radius $s$, and the potential at the reference electron, are

$$A(b,s)=\frac12\int_{-1}^{1}\frac{du}{\sqrt{b^2+s^2-2bsu}},\qquad V(a,b)=\int_0^\infty 4\pi s^2h(s)\,A(b,s)\,ds.$$

## Unit charge and closed-form potential

$$\int_0^\infty4\pi s^2h(s)\,ds=1,\qquad V(a,b)=\frac{1-e^{-x}-\tfrac12xe^{-x}}{b},\qquad 0<V(a,b)<\frac1b.$$

Moreover, $V(a,b)\to a/2$ as $b\to0^+$, and $b^3=x^3e^{-x}/(8\pi h(b))$.

## Use in a Becke–Roussel routine

For this spherical, two-parameter model hole, a density-functional code can evaluate the potential of the exchange hole at a grid point as $-V$ without a radial quadrature. Half the spin density times $-V$ is that spin's contribution to the exchange energy density; $-V$ is not in general the functional derivative of the exchange energy. Once $x$ is known, the relation for $b^3$ gives the displacement, with $h(b)$ set to the same-spin density at the reference point. The limit $a/2$ supplies the value at $b=0$, where the closed form reads $0/0$.

## Summing the shells

**Charge.** Let $q(r)=1-e^{-ar}\left(1+ar+\tfrac12(ar)^2\right)$. Then

$$q'(r)=ae^{-ar}\left(1+ar+\tfrac12(ar)^2\right)-e^{-ar}(a+a^2r)=\tfrac12a^3r^2e^{-ar}=4\pi r^2h(r).$$

Since $q(0)=0$, $q(r)$ is the charge inside $r$. It tends to 1 as $r\to\infty$.

**Shell average.** For $s>0$ and $s\ne b$, a primitive in $u$ of the integrand of $A$ is $-\sqrt{b^2+s^2-2bsu}/(bs)$. Hence

$$A(b,s)=\frac{(b+s)-|b-s|}{2bs}=\frac1{\max(b,s)}.$$

The single radius $s=b$ does not affect the radial integral.

**Potential.** Shells inside $b$ contribute $q(b)/b$. For the outer shells, $-\tfrac a2(1+as)e^{-as}$ is a primitive of $4\pi sh(s)=\tfrac12a^3se^{-as}$ and vanishes at infinity, so they contribute $\tfrac a2(1+x)e^{-x}$. Writing $a=x/b$,

$$V=\frac{1-e^{-x}\left(1+x+\tfrac12x^2\right)+\tfrac12(x+x^2)e^{-x}}b=\frac{1-e^{-x}-\tfrac12xe^{-x}}b.$$

**Bounds and limit.** The numerator is below 1 because positive terms are subtracted. It is positive because $e^x\ge1+x>1+x/2$. As a function of $b$ it vanishes at $b=0$ and has derivative $a-a/2=a/2$ there, which is the limit of $V$.

**Displacement.** Multiplying $8\pi h(b)=a^3e^{-x}$ by $b^3$ gives $8\pi h(b)\,b^3=x^3e^{-x}$. Division by $8\pi h(b)$ gives the stated relation.

## Lean source

```lean
import Mathlib

open Real MeasureTheory Set Filter Topology

namespace BeckeRoussel

noncomputable section

/-- The exponential model hole with decay constant `a`, at distance `s` from its centre. -/
def hole (a s : ℝ) : ℝ := a ^ 3 * Real.exp (-(a * s)) / (8 * π)

/-- The average of 1/distance between a point at radius `b` and the points of a sphere of
radius `s`, with `u` the cosine of the polar angle; the domain is `b, s > 0` with `s ≠ b`. -/
def shellAverage (b s : ℝ) : ℝ :=
  (1 / 2) * ∫ u in (-1 : ℝ)..1, 1 / Real.sqrt (b ^ 2 + s ^ 2 - 2 * b * s * u)

/-- The Coulomb potential of the hole at distance `b` from its centre, summed over
spherical shells of charge `4 π s² h(s) ds`. -/
def potential (a b : ℝ) : ℝ :=
  ∫ s in Ioi (0 : ℝ), 4 * π * s ^ 2 * hole a s * shellAverage b s

/-- The factor `4 π` of the spherical shell turns the hole into `a³ exp(-a s)/2`. -/
theorem four_pi_mul_hole (a s : ℝ) :
    4 * π * hole a s = a ^ 3 * Real.exp (-(a * s)) / 2 := by
  have hπ : π * π⁻¹ = 1 := mul_inv_cancel₀ Real.pi_ne_zero
  unfold hole
  linear_combination (a ^ 3 * Real.exp (-(a * s)) / 2) * hπ

/-- The function `1 - exp(-a s) (1 + a s + (a s)²/2)` grows with the radius at the rate
`4 π s² h(s)`. -/
theorem hasDerivAt_charge (a s : ℝ) :
    HasDerivAt (fun t => 1 - Real.exp (-(a * t)) * (1 + a * t + (a * t) ^ 2 / 2))
      (4 * π * s ^ 2 * hole a s) s := by
  have hl : HasDerivAt (fun t : ℝ => a * t) a s := by
    simpa using (hasDerivAt_id' s).const_mul a
  have he : HasDerivAt (fun t : ℝ => Real.exp (-(a * t)))
      (Real.exp (-(a * s)) * (-a)) s := hl.fun_neg.exp
  have hp : HasDerivAt (fun t : ℝ => 1 + a * t + (a * t) ^ 2 / 2) (a + a ^ 2 * s) s :=
    ((hl.const_add 1).fun_add ((hl.fun_pow 2).div_const 2)).congr_deriv (by simp; ring)
  refine ((he.fun_mul hp).const_sub 1).congr_deriv ?_
  linear_combination (-s ^ 2) * four_pi_mul_hole a s

/-- The charge of the hole inside the radius `r` is `1 - exp(-a r) (1 + a r + (a r)²/2)`. -/
theorem enclosed_charge (a r : ℝ) :
    ∫ s in (0 : ℝ)..r, 4 * π * s ^ 2 * hole a s
      = 1 - Real.exp (-(a * r)) * (1 + a * r + (a * r) ^ 2 / 2) := by
  have hc : Continuous (fun s : ℝ => 4 * π * s ^ 2 * hole a s) := by
    unfold hole
    fun_prop
  rw [intervalIntegral.integral_eq_sub_of_hasDerivAt
    (fun s _ => hasDerivAt_charge a s) (hc.intervalIntegrable _ _)]
  simp

/-- For `a > 0` the hole contains exactly one electron. -/
theorem hole_normalized {a : ℝ} (ha : 0 < a) :
    ∫ s in Ioi (0 : ℝ), 4 * π * s ^ 2 * hole a s = 1 := by
  have hz (n : ℕ) : Tendsto (fun t : ℝ => (a * t) ^ n * Real.exp (-(a * t))) atTop (𝓝 0) :=
    (Real.tendsto_pow_mul_exp_neg_atTop_nhds_zero n).comp (tendsto_id.const_mul_atTop ha)
  have h := (((hz 0).add (hz 1)).add ((hz 2).div_const 2)).const_sub 1
  have hlim : Tendsto (fun t => 1 - Real.exp (-(a * t)) * (1 + a * t + (a * t) ^ 2 / 2))
      atTop (𝓝 1) := by
    have h0 : (1 : ℝ) - (0 + 0 + 0 / 2) = 1 := by norm_num
    rw [h0] at h
    refine h.congr fun t => ?_
    ring
  rw [integral_Ioi_of_hasDerivAt_of_nonneg' (fun s _ => hasDerivAt_charge a s)
    (fun s _ => by unfold hole; positivity) hlim]
  simp

/-- For `a > 0` and `b > 0`, the shells outside the radius `b` contribute
`(a/2) (1 + a b) exp(-a b)` to the integral of `4 π s h(s)`. -/
theorem outer_shells {a b : ℝ} (ha : 0 < a) (hb : 0 < b) :
    ∫ s in Ioi b, 4 * π * s * hole a s
      = a / 2 * (1 + a * b) * Real.exp (-(a * b)) := by
  have hd (s : ℝ) : HasDerivAt (fun t => Real.exp (-(a * t)) * (-(a / 2) * (1 + a * t)))
      (4 * π * s * hole a s) s := by
    have hl : HasDerivAt (fun t : ℝ => a * t) a s := by
      simpa using (hasDerivAt_id' s).const_mul a
    have he : HasDerivAt (fun t : ℝ => Real.exp (-(a * t)))
        (Real.exp (-(a * s)) * (-a)) s := hl.fun_neg.exp
    refine (he.fun_mul ((hl.const_add 1).const_mul (-(a / 2)))).congr_deriv ?_
    linear_combination (-s) * four_pi_mul_hole a s
  have hz (n : ℕ) : Tendsto (fun t : ℝ => (a * t) ^ n * Real.exp (-(a * t))) atTop (𝓝 0) :=
    (Real.tendsto_pow_mul_exp_neg_atTop_nhds_zero n).comp (tendsto_id.const_mul_atTop ha)
  have h := ((hz 0).add (hz 1)).const_mul (-(a / 2))
  have hlim : Tendsto (fun t => Real.exp (-(a * t)) * (-(a / 2) * (1 + a * t)))
      atTop (𝓝 0) := by
    have h0 : -(a / 2) * ((0 : ℝ) + 0) = 0 := by ring
    rw [h0] at h
    refine h.congr fun t => ?_
    ring
  rw [integral_Ioi_of_hasDerivAt_of_nonneg' (fun s _ => hd s) (fun s hs => by
    have hs' : 0 < s := hb.trans hs
    unfold hole
    positivity) hlim]
  ring

/-- Shell theorem: for `b, s > 0` and `s ≠ b`, the average of 1/distance over the sphere of
radius `s` is the inverse of the larger of the two radii. -/
theorem shellAverage_eq {b s : ℝ} (hb : 0 < b) (hs : 0 < s) (hne : s ≠ b) :
    shellAverage b s = 1 / max b s := by
  have hpos : ∀ u ∈ uIcc (-1 : ℝ) 1, 0 < b ^ 2 + s ^ 2 - 2 * b * s * u := by
    intro u hu
    rw [uIcc_of_le (by norm_num)] at hu
    have h1 : 0 < (s - b) ^ 2 := sq_pos_of_ne_zero (sub_ne_zero.2 hne)
    have h2 : 0 ≤ b * s * (1 - u) := mul_nonneg (by positivity) (by linarith [hu.2])
    nlinarith
  -- the distance itself is, up to a factor, a primitive of 1/distance
  have hd : ∀ u ∈ uIcc (-1 : ℝ) 1, HasDerivAt
      (fun u => -(1 / (b * s)) * Real.sqrt (b ^ 2 + s ^ 2 - 2 * b * s * u))
      (1 / Real.sqrt (b ^ 2 + s ^ 2 - 2 * b * s * u)) u := by
    intro u hu
    have h1 : HasDerivAt (fun u : ℝ => b ^ 2 + s ^ 2 - 2 * b * s * u) (-(2 * b * s)) u :=
      (((hasDerivAt_id' u).const_mul (2 * b * s)).const_sub (b ^ 2 + s ^ 2)).congr_deriv
        (by ring)
    have h2 := (Real.sqrt_pos.2 (hpos u hu)).ne'
    refine ((h1.sqrt (hpos u hu).ne').const_mul (-(1 / (b * s)))).congr_deriv ?_
    field_simp
  have hc : ContinuousOn (fun u : ℝ => 1 / Real.sqrt (b ^ 2 + s ^ 2 - 2 * b * s * u))
      (uIcc (-1) 1) :=
    ContinuousOn.div continuousOn_const (by fun_prop)
      (fun u hu => (Real.sqrt_pos.2 (hpos u hu)).ne')
  have e1 : Real.sqrt (b ^ 2 + s ^ 2 - 2 * b * s * 1) = |b - s| := by
    rw [show b ^ 2 + s ^ 2 - 2 * b * s * 1 = (b - s) ^ 2 by ring, Real.sqrt_sq_eq_abs]
  have e2 : Real.sqrt (b ^ 2 + s ^ 2 - 2 * b * s * (-1)) = b + s := by
    rw [show b ^ 2 + s ^ 2 - 2 * b * s * (-1) = (b + s) ^ 2 by ring,
      Real.sqrt_sq (by positivity)]
  unfold shellAverage
  rw [intervalIntegral.integral_eq_sub_of_hasDerivAt hd hc.intervalIntegrable, e1, e2]
  rcases le_total s b with h | h
  · rw [abs_of_nonneg (by linarith), max_eq_left h]
    field_simp
    ring
  · rw [abs_of_nonpos (by linarith), max_eq_right h]
    field_simp
    ring

/-- For `a, b > 0` the Coulomb potential of the hole at distance `b` from its centre is
`(1 - exp(-x) - x exp(-x)/2)/b` with `x = a b`. -/
theorem potential_eq {a b : ℝ} (ha : 0 < a) (hb : 0 < b) :
    potential a b
      = (1 - Real.exp (-(a * b)) - a * b * Real.exp (-(a * b)) / 2) / b := by
  obtain ⟨g, hg⟩ : ∃ g : ℝ → ℝ, ∀ s, g s = 4 * π * s ^ 2 * hole a s * (1 / max b s) :=
    ⟨_, fun _ => rfl⟩
  -- the shell theorem applies to every shell except the one at `s = b`
  have hV : potential a b = ∫ s in Ioi (0 : ℝ), g s := by
    refine setIntegral_congr_ae measurableSet_Ioi ?_
    have hae : ({b}ᶜ : Set ℝ) ∈ ae (volume : Measure ℝ) :=
      compl_mem_ae_iff.mpr (measure_singleton b)
    filter_upwards [hae] with s hs hs0
    rw [hg, shellAverage_eq hb hs0 (by simpa using hs)]
  have hE1 : EqOn (fun s => 4 * π * s ^ 2 * hole a s * (1 / b)) g (Ioc 0 b) := by
    intro s hs
    rw [hg, max_eq_left hs.2]
  have hE2 : EqOn (fun s => 4 * π * s * hole a s) g (Ioi b) := by
    intro s hs
    have hbs : b < s := hs
    have hs0 : s ≠ 0 := (hb.trans hbs).ne'
    have h1 : s ^ 2 * (1 / s) = s := by field_simp
    rw [hg, max_eq_right hbs.le]
    linear_combination (-(4 * π * hole a s)) * h1
  have hc : Continuous (fun s : ℝ => 4 * π * s ^ 2 * hole a s * (1 / b)) := by
    unfold hole
    fun_prop
  have hI1 : IntegrableOn g (Ioc 0 b) :=
    IntegrableOn.congr_fun hc.integrableOn_Ioc hE1 measurableSet_Ioc
  have hI2 : IntegrableOn g (Ioi b) := by
    refine IntegrableOn.congr_fun ?_ hE2 measurableSet_Ioi
    by_contra h
    have h0 : ∫ s in Ioi b, 4 * π * s * hole a s = 0 := integral_undef h
    rw [outer_shells ha hb] at h0
    have hp : 0 < a / 2 * (1 + a * b) * Real.exp (-(a * b)) := by positivity
    linarith
  have hdisj : Disjoint (Ioc 0 b) (Ioi b) :=
    Set.disjoint_left.2 fun s h1 h2 => not_lt_of_ge h1.2 h2
  -- inner shells act from the centre, outer shells from their own radius
  rw [hV, ← Ioc_union_Ioi_eq_Ioi hb.le, setIntegral_union
    hdisj measurableSet_Ioi hI1 hI2,
    ← setIntegral_congr_fun measurableSet_Ioc hE1,
    ← setIntegral_congr_fun measurableSet_Ioi hE2, integral_mul_const,
    ← intervalIntegral.integral_of_le hb.le, enclosed_charge, outer_shells ha hb]
  have hbb : b * (1 / b) = 1 := mul_one_div_cancel hb.ne'
  linear_combination (-(a * Real.exp (-(a * b)) / 2) * (1 + a * b)) * hbb

/-- For `a, b > 0` the potential is positive and smaller than the potential `1/b` of a unit
point charge at the centre. -/
theorem potential_bounds {a b : ℝ} (ha : 0 < a) (hb : 0 < b) :
    0 < potential a b ∧ potential a b < 1 / b := by
  have hx : 0 < a * b := mul_pos ha hb
  have he := Real.exp_pos (-(a * b))
  have hxe := mul_pos hx he
  have h1 : Real.exp (-(a * b)) * Real.exp (a * b) = 1 := by
    rw [← Real.exp_add, neg_add_cancel, Real.exp_zero]
  have h2 := mul_le_mul_of_nonneg_left (Real.add_one_le_exp (a * b)) he.le
  rw [potential_eq ha hb]
  constructor
  · exact div_pos (by nlinarith) hb
  · rw [div_lt_div_iff_of_pos_right hb]
    linarith

/-- For `a > 0` the potential tends to `a/2` as the reference point approaches the centre
of the hole. -/
theorem potential_tendsto_centre {a : ℝ} (ha : 0 < a) :
    Tendsto (potential a) (𝓝[>] 0) (𝓝 (a / 2)) := by
  have hl : HasDerivAt (fun t : ℝ => a * t) a 0 := by
    simpa using (hasDerivAt_id' (0 : ℝ)).const_mul a
  have he : HasDerivAt (fun t : ℝ => Real.exp (-(a * t)))
      (Real.exp (-(a * 0)) * (-a)) 0 := hl.fun_neg.exp
  have hF : HasDerivAt
      (fun t : ℝ => 1 - Real.exp (-(a * t)) - a * t * Real.exp (-(a * t)) / 2) (a / 2) 0 :=
    ((he.const_sub 1).fun_sub ((hl.fun_mul he).div_const 2)).congr_deriv (by
      rw [mul_zero, neg_zero, Real.exp_zero]
      ring)
  refine hF.tendsto_slope_zero_right.congr' ?_
  filter_upwards [self_mem_nhdsWithin] with b hb
  rw [potential_eq ha hb]
  simp only [zero_add, mul_zero, neg_zero, Real.exp_zero, smul_eq_mul]
  ring

/-- For `a ≠ 0` the displacement `b`, the product `x = a b` and the value `h(b)` of the hole satisfy
`b³ = x³ exp(-x)/(8 π h(b))`. -/
theorem displacement_cubed {a : ℝ} (ha : a ≠ 0) (b : ℝ) :
    b ^ 3 = (a * b) ^ 3 * Real.exp (-(a * b)) / (8 * π * hole a b) := by
  have h8 : 8 * π * hole a b = a ^ 3 * Real.exp (-(a * b)) := by
    linear_combination 2 * four_pi_mul_hole a b
  rw [h8, eq_div_iff (mul_ne_zero (pow_ne_zero 3 ha) (Real.exp_pos _).ne')]
  ring

end

end BeckeRoussel
```

```lean
#print axioms BeckeRoussel.potential_eq
-- 'BeckeRoussel.potential_eq' depends on axioms: [propext, Classical.choice, Quot.sound]
#print axioms BeckeRoussel.potential_bounds
-- 'BeckeRoussel.potential_bounds' depends on axioms: [propext, Classical.choice, Quot.sound]
#print axioms BeckeRoussel.potential_tendsto_centre
-- 'BeckeRoussel.potential_tendsto_centre' depends on axioms: [propext, Classical.choice, Quot.sound]
#print axioms BeckeRoussel.displacement_cubed
-- 'BeckeRoussel.displacement_cubed' depends on axioms: [propext, Classical.choice, Quot.sound]
```

## From shell integrals to the checked formula

In the file, `hole a s`, `shellAverage b s` and `potential a b` are $h(s)$, $A(b,s)$ and $V(a,b)$, with real arguments. `Ioi 0` is the radial range $s>0$. The potential is defined by its integral, so `potential_eq` is a genuine evaluation, valid for all $a,b>0$. Normalisation needs only $a>0$, and `displacement_cubed` needs only $a\ne0$.

`hasDerivAt_charge` differentiates $q$; `enclosed_charge` and `hole_normalized` apply the fundamental theorem of calculus on finite and infinite ranges. `outer_shells` does the same with the second primitive, and `shellAverage_eq` evaluates the angular integral.

In `potential_eq`, `setIntegral_congr_ae` replaces the shell average by $1/\max(b,s)$ almost everywhere, and `setIntegral_union` splits the integral at $b$. Continuity gives integrability on the inner part. On the outer part, Lean would assign a non-integrable function the integral 0, which contradicts the positive value already found. `linear_combination` then adds the two contributions. `potential_bounds` uses the exponential inequality above, and `potential_tendsto_centre` reads the limit as a derivative at zero.

The reduction of the three-dimensional Coulomb integral to shells is built into the definitions. The theorems concern real numbers, so rounding and cancellation at small $x$ remain the code's responsibility. So does the solution for $x$ from the spin density, its gradient and Laplacian, and the kinetic-energy density of that spin: `displacement_cubed` relates $b$ to a given $x$ and hole value, but does not determine $x$. How well an exponential hole represents the exchange hole of a real system is a separate, physical question.
